# Integrability of the continuously weighted force density of a local exchange-correlation potential h(n), for C¹ h and compactly supported C¹ density n

The failing declaration, `integrable_weighted_force`, concerns the force density −n ∂_w h(n) that a local exchange-correlation potential h(n(x)) exerts along a fixed direction w. It states that this force density, multiplied by any continuous real weight f, is integrable over the whole space with respect to an additive Haar measure. Here h and n are real-valued and continuously differentiable, and n has compact support; n need not be non-negative or normalised. The attempt writes the force density as minus the derivative along w of the pressure P(n(x)), where P(s) is the integral of t h′(t) from 0 to s. That derivative is continuous with compact support, so its product with f is integrable, and a change of sign should finish the proof.

Lean 4 with Mathlib refuses this proof:

```lean
import Mathlib

open MeasureTheory

namespace LocalDensityZeroForce

noncomputable section

variable {E : Type*} [NormedAddCommGroup E] [NormedSpace ℝ E]

/-- The force density along the direction `w` exerted on the density `n` by the local
exchange-correlation potential `v(x) = h(n(x))`, that is, minus `n` times the derivative of `v`
along `w`. -/
def xcForceDensity (h : ℝ → ℝ) (n : E → ℝ) (w x : E) : ℝ :=
  -(n x * fderiv ℝ (fun y => h (n y)) x w)

/-- The exchange-correlation pressure at density `s`: the integral of `t h'(t)` from `0` to `s`. -/
def xcPressure (h : ℝ → ℝ) (s : ℝ) : ℝ := ∫ t in (0 : ℝ)..s, t * deriv h t

/-- The pressure changes with the density at the rate `s h'(s)`. -/
theorem xcPressure_hasDerivAt {h : ℝ → ℝ} (hh : ContDiff ℝ 1 h) (s : ℝ) :
    HasDerivAt (xcPressure h) (s * deriv h s) s := by
  have hc : Continuous (fun t : ℝ => t * deriv h t) :=
    continuous_id.mul (hh.continuous_deriv (by simp))
  exact (hc.integral_hasStrictDerivAt 0 s).hasDerivAt

/-- The force density of a local potential is minus the gradient of the pressure. -/
theorem xcForceDensity_eq {h : ℝ → ℝ} {n : E → ℝ} (hh : ContDiff ℝ 1 h)
    (hn : ContDiff ℝ 1 n) (w x : E) :
    xcForceDensity h n w x = -fderiv ℝ (fun y => xcPressure h (n y)) x w := by
  have hnx := (hn.differentiable (by simp) x).hasFDerivAt
  -- chain rule for the potential and for the pressure
  have e1 : fderiv ℝ (fun y => h (n y)) x = deriv h (n x) • fderiv ℝ n x :=
    ((hh.differentiable (by simp) (n x)).hasDerivAt.comp_hasFDerivAt x hnx).fderiv
  have e2 : fderiv ℝ (fun y => xcPressure h (n y)) x
      = (n x * deriv h (n x)) • fderiv ℝ n x :=
    ((xcPressure_hasDerivAt hh (n x)).comp_hasFDerivAt x hnx).fderiv
  unfold xcForceDensity
  rw [e1, e2]
  change -(n x * (deriv h (n x) * fderiv ℝ n x w))
    = -(n x * deriv h (n x) * fderiv ℝ n x w)
  ring

/-- For a compactly supported density the pressure is a continuously differentiable,
compactly supported function of position. -/
theorem pressure_regular {h : ℝ → ℝ} {n : E → ℝ} (hh : ContDiff ℝ 1 h)
    (hn : ContDiff ℝ 1 n) (hc : HasCompactSupport n) :
    ContDiff ℝ 1 (fun x => xcPressure h (n x)) ∧
      HasCompactSupport (fun x => xcPressure h (n x)) := by
  have hP : ContDiff ℝ 1 (xcPressure h) := by
    rw [contDiff_one_iff_deriv]
    refine ⟨fun s => (xcPressure_hasDerivAt hh s).differentiableAt, ?_⟩
    have e : deriv (xcPressure h) = fun s => s * deriv h s :=
      funext fun s => (xcPressure_hasDerivAt hh s).deriv
    rw [e]
    exact continuous_id.mul (hh.continuous_deriv (by simp))
  have h0 : xcPressure h 0 = 0 := by simp [xcPressure]
  exact ⟨hP.comp hn, hc.comp_left h0⟩

variable [MeasurableSpace E] [BorelSpace E]

/-- For a compactly supported density, the force density times any continuous weight is integrable.
-/
theorem integrable_weighted_force (μ : Measure E) [μ.IsAddHaarMeasure] {h : ℝ → ℝ}
    {n f : E → ℝ} (hh : ContDiff ℝ 1 h) (hn : ContDiff ℝ 1 n) (hc : HasCompactSupport n)
    (hf : Continuous f) (w : E) :
    Integrable (fun x => f x * xcForceDensity h n w x) μ := by
  obtain ⟨hp, hpc⟩ := pressure_regular hh hn hc
  have hd : Continuous (fun x => fderiv ℝ (fun y => xcPressure h (n y)) x w) :=
    (hp.continuous_fderiv (by simp)).clm_apply continuous_const
  have hi : Integrable (fun x => f x * fderiv ℝ (fun y => xcPressure h (n y)) x w) μ :=
    (hf.mul hd).integrable_of_hasCompactSupport (hpc.fderiv_apply ℝ w).mul_left
  simpa only [xcForceDensity_eq hh hn, mul_neg] using hi.neg

end

end LocalDensityZeroForce
```

Messages:

```
Main.lean:73:2: error: Type mismatch: After simplification, term
  Integrable.neg hi
 has type
  @Integrable ℝ PseudoMetricSpace.toUniformSpace.toTopologicalSpace SeminormedAddGroup.toContinuousENorm E inst✝²
    (-fun x => f x * (fderiv ℝ (fun y => xcPressure h (n y)) x) w) μ
but is expected to have type
  @Integrable ℝ PseudoMetricSpace.toUniformSpace.toTopologicalSpace SeminormedAddGroup.toContinuousENorm E inst✝²
    (fun x => -(f x * (fderiv ℝ (fun y => xcPressure h (n y)) x) w)) μ
```

Lean accepts the file once it reads:

```diff
@@ -71,5 +71,6 @@
   have hi : Integrable (fun x => f x * fderiv ℝ (fun y => xcPressure h (n y)) x w) μ :=
     (hf.mul hd).integrable_of_hasCompactSupport (hpc.fderiv_apply ℝ w).mul_left
-  simpa only [xcForceDensity_eq hh hn, mul_neg] using hi.neg
+  simp only [xcForceDensity_eq hh hn, mul_neg]
+  exact hi.neg
 
 end
```

Cause. The one error is a mismatch between two ways of writing the same negated function. `hi.neg` gives integrability of `-fun x => …`, where the minus sign acts on the function as a whole. The goal, once `xcForceDensity_eq` and `mul_neg` have rewritten it, asks for integrability of `fun x => -(…)`, where the minus sign acts on each value.

The two are equal by the definition of negation for functions, but neither of the lemmas given to `simpa only` turns one form into the other, and the comparison with which `simpa` ends does not unfold that definition.

The repair splits the step in two. `simp only` rewrites the goal with the same two lemmas, and `exact hi.neg` then supplies the proof. The check made by `exact` may unfold the negation of a function, so it accepts the two forms as the same. The mathematical argument is unchanged.
